# The linear drift $-Az$ admits noise preserving the identity covariance at every step length exactly when $A + A^T$ is positive semidefinite

## Drift, noise and scaled variables

Let $z \in \mathbb{R}^n$ collect a momentum and the auxiliary variables that give a coloured-noise thermostat its memory. The momentum is divided by $\sqrt{m k_B T}$, where $m$ is the particle's mass, $k_B$ Boltzmann's constant and $T$ the target temperature, and the auxiliary variables are scaled to unit variance. All these variables are taken to be uncorrelated at equilibrium, so that the target covariance is the identity. The thermostat acts through the linear equation

$$dz = -A z\,dt + B\,dW,$$

where $A$ is a real $n \times n$ drift matrix, $B$ a real noise matrix and $W$ a vector of independent Wiener processes. Over a step of length $h \ge 0$ the deterministic part is the propagator $P(h) = e^{-hA}$, and the whole step reads $z \mapsto P(h) z + S\xi$, with $\xi$ of unit covariance and independent of $z$. The noise matrix $S$ may depend on $h$.

If $z$ has covariance $C$ before the step, it has covariance $P C P^T + S S^T$ after it. Preserving $C = 1$ therefore requires

$$S S^T = N(h), \qquad N(h) = 1 - P(h) P(h)^T .$$

A symmetric matrix $M$ is called positive semidefinite when $x \cdot M x \ge 0$ for every real $x$.

## The sign of the noise variance

The claim is that $N(h)$ is positive semidefinite for all $h \ge 0$ if and only if $A + A^T$ is.

Fix $x$ and set $y(h) = P(h)^T x$. The noise variance along $x$ is

$$q(h) = x \cdot N(h) x = |x|^2 - |y(h)|^2 .$$

Since $P' = -PA$, transposing gives $y' = -A^T y$, and hence

$$q'(h) = -2\, y \cdot y' = 2\, y \cdot A^T y = y \cdot (A + A^T) y .$$

The last equality holds because $y \cdot A^T y = y \cdot A y$. Also $P(0) = 1$, so $q(0) = 0$ and $q'(0) = x \cdot (A + A^T) x$.

If $A + A^T$ is positive semidefinite, then $q' \ge 0$ everywhere, and $q$ grows from zero and is nonnegative for $h \ge 0$. Conversely, if $q(h) \ge 0$ for all $h \ge 0$, then $q(h)/h \ge 0$ for $h > 0$. The limit $h \to 0^+$ gives $x \cdot (A + A^T) x \ge 0$. Both arguments hold for every $x$.

A positive semidefinite matrix can also be realised as noise. Write $M = U \Lambda U^T$ with $U$ orthogonal and $\Lambda$ diagonal with nonnegative entries; then $S = U \Lambda^{1/2}$ satisfies $S S^T = M$. In the other direction, $x \cdot S S^T x = |S^T x|^2 \ge 0$. Applying this to $N(h)$ and to $A + A^T$ shows that suitable $S$ exist for all $h \ge 0$ exactly when

$$B B^T = A + A^T$$

has a real solution $B$. This is the fluctuation-dissipation relation for unit covariance.

For a single variable with $A = (a)$, the noise variance is $1 - e^{-2ah}$, which is nonnegative for all $h \ge 0$ exactly when $a \ge 0$. At $a = 0$ no noise is needed, and any initial variance persists. Preserving the identity covariance is thus weaker than relaxing towards it.

The criterion is easily misapplied by checking the eigenvalues of $A$ instead of those of $A + A^T$. The drift with rows $(1,3)$ and $(0,1)$ has both eigenvalues equal to $1$, so the noiseless motion decays. Its symmetrised matrix $A + A^T$, with rows $(2,3)$ and $(3,2)$, has eigenvalue $-1$ along $(1,-1)/\sqrt{2}$. The off-diagonal coupling makes some vectors grow before they decay, and no real noise can compensate for that growth over a short step. This failure is tied to the identity covariance. If the second variable is instead given equilibrium variance $1/4$, rescaling it to unit variance turns the entry $3$ into $3/2$; the symmetrised matrix then has eigenvalues $1/2$ and $7/2$, and suitable noise exists.

For molecular dynamics, the criterion decides which drift matrices allow the linear thermostat part of a splitting integrator to preserve the identity covariance at every step length, with finitely many auxiliary variables and no interatomic forces in that part. It does not decide whether that part also relaxes other covariances towards the identity.

## The step in Lean

The index type `n` is any finite type, and all matrices are real and square.

```lean
import Mathlib

open Matrix

namespace ColouredNoiseThermostat

noncomputable section

variable {n : Type*} [Fintype n] [DecidableEq n]
```

The propagator is the matrix exponential of $-hA$. Its argument `h` is any real number; the restriction $h \ge 0$ enters in the theorems.

```lean
/-- The deterministic part `exp(-hA)` of a step of length `h` with drift matrix `A`. -/
def propagator (A : Matrix n n ℝ) (h : ℝ) : Matrix n n ℝ :=
  NormedSpace.exp (h • (-A))
```

The next definition is $N(h)$. It is a matrix formula, and nothing in it presupposes that the result is a possible covariance.

```lean
/-- The matrix `1 - exp(-hA) exp(-hA)ᵀ` for drift matrix `A` and step length `h`. -/
def noiseCov (A : Matrix n n ℝ) (h : ℝ) : Matrix n n ℝ :=
  1 - propagator A h * (propagator A h)ᵀ
```

The covariance update is likewise taken as a definition. The random variables $z$ and $\xi$ do not appear in the code, so the passage from the stochastic step to this formula is not checked in Lean. It holds because $z$ and $\xi$ are independent, which removes the cross terms from the covariance. The theorems concern second moments only.

```lean
/-- The covariance after the step `z ↦ P z + S ξ`, where `z` has covariance `C` and `ξ` is
independent white noise of unit covariance. -/
def stepCov (P S C : Matrix n n ℝ) : Matrix n n ℝ :=
  P * C * Pᵀ + S * Sᵀ
```

## Positive semidefinite matrices as noise covariances

Mathlib's `PosSemidef` includes symmetry as well as the sign condition. The first lemma reduces it, for a matrix known to be symmetric, to the inequality used by hand. Here `⬝ᵥ` is the dot product and `*ᵥ` applies a matrix to a vector.

```lean
omit [DecidableEq n] in
/-- A real symmetric matrix is positive semidefinite iff its quadratic form is nonnegative. -/
theorem posSemidef_iff_form {M : Matrix n n ℝ} (hM : Mᵀ = M) :
    M.PosSemidef ↔ ∀ x : n → ℝ, 0 ≤ x ⬝ᵥ M *ᵥ x := by
  rw [Matrix.posSemidef_iff_dotProduct_mulVec]
  simp [Matrix.IsHermitian, Matrix.conjTranspose_eq_transpose_of_trivial, hM]
```

The factorisation follows the spectral argument. `U` holds the eigenvectors, `hMU` states $MU = U\Lambda$, and `D` is $\Lambda^{1/2}$; the `calc` block then verifies $(UD)(UD)^T = M$. The reverse direction writes the quadratic form as a sum of squares.

```lean
/-- A real matrix is a covariance `S Sᵀ` generated by some square noise matrix `S` iff it is
positive semidefinite. -/
theorem posSemidef_iff_noise_factor (M : Matrix n n ℝ) :
    M.PosSemidef ↔ ∃ S : Matrix n n ℝ, S * Sᵀ = M := by
  constructor
  · intro hM
    have hH : M.IsHermitian := hM.1
    let U : Matrix n n ℝ := hH.eigenvectorUnitary
    have hU : U * Uᵀ = 1 := by
      have h := Matrix.mem_unitaryGroup_iff.mp hH.eigenvectorUnitary.2
      rwa [Matrix.star_eq_conjTranspose,
        Matrix.conjTranspose_eq_transpose_of_trivial] at h
    -- the columns of `U` are eigenvectors of `M`
    have hMU : M * U = U * diagonal hH.eigenvalues := by
      ext i j
      have h := congrFun (hH.mulVec_eigenvectorBasis j) i
      rw [Matrix.mul_diagonal, mul_comm]
      exact h
    let D : Matrix n n ℝ := diagonal fun i => Real.sqrt (hH.eigenvalues i)
    have hD : D * D = diagonal hH.eigenvalues := by
      simp only [D, Matrix.diagonal_mul_diagonal]
      congr 1
      ext i
      exact Real.mul_self_sqrt (hM.eigenvalues_nonneg i)
    have hDt : Dᵀ = D := Matrix.diagonal_transpose _
    refine ⟨U * D, ?_⟩
    calc U * D * (U * D)ᵀ = U * (D * D) * Uᵀ := by
          rw [Matrix.transpose_mul, hDt]
          simp only [Matrix.mul_assoc]
      _ = M * U * Uᵀ := by rw [hD, hMU]
      _ = M := by rw [Matrix.mul_assoc, hU, Matrix.mul_one]
  · rintro ⟨S, rfl⟩
    rw [posSemidef_iff_form (by rw [Matrix.transpose_mul, Matrix.transpose_transpose])]
    intro x
    rw [← Matrix.mulVec_mulVec, Matrix.dotProduct_mulVec, Matrix.mulVec_transpose]
    exact Finset.sum_nonneg fun i _ => mul_self_nonneg _
```

## The derivative of the noise variance

In Lean the vector $y = P^T x$ is written `x ᵥ* propagator A h`, a row vector multiplied by a matrix. The following lemma is the identity $q = |x|^2 - |y|^2$.

```lean
/-- The noise variance along `x` is the squared length of `x` minus that of `exp(-hA)ᵀ x`. -/
theorem noiseCov_form (A : Matrix n n ℝ) (x : n → ℝ) (h : ℝ) :
    x ⬝ᵥ noiseCov A h *ᵥ x =
      x ⬝ᵥ x - (x ᵥ* propagator A h) ⬝ᵥ (x ᵥ* propagator A h) := by
  rw [noiseCov, Matrix.sub_mulVec, Matrix.one_mulVec, dotProduct_sub,
    ← Matrix.mulVec_mulVec, Matrix.dotProduct_mulVec, Matrix.mulVec_transpose]
```

The derivative is assembled from components. `hE` gives $P' = -PA$ entry by entry, `hy` gives $y' = -A^T y$, and `hs` differentiates $|x|^2 - \sum_j y_j^2$. The matrix norm introduced inside `hE` serves only to differentiate the exponential and does not enter the statement. The identity `e` is $y \cdot (A + A^T) y = 2\,(A^T y) \cdot y$.

The order of the factors in $P' = -PA$ matters here. The equally correct form $P' = -AP$ would give $y' = -P^T A^T x$, which is not yet expressed through $y$.

```lean
/-- The noise variance along `x` changes with the step length at a rate given by the quadratic
form of `A + Aᵀ` at the propagated vector `exp(-hA)ᵀ x`. -/
theorem hasDerivAt_noiseCov_form (A : Matrix n n ℝ) (x : n → ℝ) (h : ℝ) :
    HasDerivAt (fun t => x ⬝ᵥ noiseCov A t *ᵥ x)
      ((x ᵥ* propagator A h) ⬝ᵥ (A + Aᵀ) *ᵥ (x ᵥ* propagator A h)) h := by
  -- each entry of the propagator obeys the linear drift equation
  have hE : ∀ i j, HasDerivAt (fun t => propagator A t i j)
      ((propagator A h * (-A)) i j) h := by
    intro i j
    let _ : NormedRing (Matrix n n ℝ) := Matrix.linftyOpNormedRing
    let _ : NormedAlgebra ℝ (Matrix n n ℝ) := Matrix.linftyOpNormedAlgebra
    have hP := hasDerivAt_exp_smul_const (-A) h
    exact (LinearMap.toContinuousLinearMap
      (Matrix.entryLinearMap ℝ ℝ i j)).hasFDerivAt.comp_hasDerivAt h hP
  have hy : ∀ j, HasDerivAt (fun t => (x ᵥ* propagator A t) j)
      (((x ᵥ* propagator A h) ᵥ* (-A)) j) h := by
    intro j
    rw [Matrix.vecMul_vecMul]
    exact HasDerivAt.fun_sum (u := Finset.univ) fun i _ => (hE i j).const_mul (x i)
  have hs := (HasDerivAt.fun_sum (u := Finset.univ)
    fun j _ => (hy j).fun_mul (hy j)).const_sub (x ⬝ᵥ x)
  simp only [noiseCov_form]
  refine HasDerivAt.congr_deriv hs ?_
  -- the two halves of the symmetric form coincide
  generalize x ᵥ* propagator A h = y
  have e : y ⬝ᵥ (A + Aᵀ) *ᵥ y = 2 * ((y ᵥ* A) ⬝ᵥ y) := by
    rw [Matrix.add_mulVec, dotProduct_add, Matrix.mulVec_transpose,
      Matrix.dotProduct_mulVec, dotProduct_comm y (y ᵥ* A)]
    ring
  rw [e]
  simp only [Matrix.vecMul_neg, Pi.neg_apply, dotProduct, Finset.mul_sum,
    ← Finset.sum_neg_distrib]
  exact Finset.sum_congr rfl fun j _ => by ring
```

## The criterion for all step lengths

The main equivalence quantifies over every $h \ge 0$ on its left side. In the forward direction, `tendsto_slope_zero_right` supplies the limit of $q(t)/t$ as $t \to 0^+$, and `ge_of_tendsto` carries the inequality to that limit. In the backward direction, `monotone_of_deriv_nonneg` turns $q' \ge 0$ into monotonic growth, and `h0` supplies $q(0) = 0$.

```lean
/-- The noise covariance is positive semidefinite for every step length `h ≥ 0` iff the
symmetric part of the drift matrix is positive semidefinite. -/
theorem noiseCov_posSemidef_iff (A : Matrix n n ℝ) :
    (∀ h : ℝ, 0 ≤ h → (noiseCov A h).PosSemidef) ↔ (A + Aᵀ).PosSemidef := by
  have hN : ∀ h, (noiseCov A h)ᵀ = noiseCov A h := fun h => by
    simp [noiseCov, Matrix.transpose_mul]
  have hA : (A + Aᵀ)ᵀ = A + Aᵀ := by
    rw [Matrix.transpose_add, Matrix.transpose_transpose, add_comm]
  have hP0 : propagator A 0 = 1 := by simp [propagator, NormedSpace.exp_zero]
  have h0 : ∀ x : n → ℝ, x ⬝ᵥ noiseCov A 0 *ᵥ x = 0 := fun x => by
    rw [noiseCov_form, hP0, Matrix.vecMul_one, sub_self]
  rw [posSemidef_iff_form hA]
  constructor
  · intro H x
    -- a form that starts at zero and stays nonnegative has nonnegative initial slope
    have hd := hasDerivAt_noiseCov_form A x 0
    rw [hP0, Matrix.vecMul_one] at hd
    refine ge_of_tendsto hd.tendsto_slope_zero_right ?_
    filter_upwards [self_mem_nhdsWithin] with t ht
    have ht' : 0 < t := ht
    have hf := (posSemidef_iff_form (hN t)).1 (H t ht'.le) x
    rw [zero_add, h0, sub_zero, smul_eq_mul]
    exact mul_nonneg (inv_nonneg.2 ht'.le) hf
  · intro H h hh
    rw [posSemidef_iff_form (hN h)]
    intro x
    -- the noise variance grows monotonically from zero
    have hm : Monotone fun t => x ⬝ᵥ noiseCov A t *ᵥ x :=
      monotone_of_deriv_nonneg
        (fun t => (hasDerivAt_noiseCov_form A x t).differentiableAt)
        (fun t => by rw [(hasDerivAt_noiseCov_form A x t).deriv]; exact H _)
    have hle := hm hh
    simpa only [h0] using hle
```

The thermostat theorem combines this equivalence with the factorisation. On the left, a separate noise matrix `S` may be chosen for each step length; on the right, a single `B` satisfies the fluctuation-dissipation relation. The last lines rearrange $PP^T + SS^T = 1$ into $SS^T = 1 - PP^T$.

```lean
/-- Noise matrices preserving the identity covariance exist for all step lengths `h ≥ 0` iff
the fluctuation-dissipation relation `B Bᵀ = A + Aᵀ` has a real solution `B`. -/
theorem thermostat_iff (A : Matrix n n ℝ) :
    (∀ h : ℝ, 0 ≤ h → ∃ S : Matrix n n ℝ, stepCov (propagator A h) S 1 = 1) ↔
      ∃ B : Matrix n n ℝ, B * Bᵀ = A + Aᵀ := by
  rw [← posSemidef_iff_noise_factor, ← noiseCov_posSemidef_iff]
  refine forall_congr' fun h => imp_congr_right fun _ => ?_
  rw [posSemidef_iff_noise_factor]
  refine exists_congr fun S => ?_
  rw [stepCov, noiseCov, Matrix.mul_one, eq_sub_iff_add_eq, add_comm]
```

## One damped auxiliary variable, and a drift that fails

Let a momentum $p$ be coupled to an auxiliary variable $s$, both scaled to unit variance as above, by

$$\dot p = g s, \qquad \dot s = -g p - \gamma s + \text{noise}.$$

The coupling $g$ is antisymmetric and cancels in $A + A^T = \mathrm{diag}(0, 2\gamma)$. The condition $\gamma \ge 0$ excludes negative friction on the auxiliary variable. The proof takes $B = \mathrm{diag}(0, \sqrt{2\gamma})$, so noise enters the continuous-time equation only through $s$. Eliminating $s$ gives the momentum a friction kernel $g^2 e^{-\gamma t}$, the simplest coloured-noise case.

```lean
/-- A momentum coupled with any strength `g` to one auxiliary variable of friction `γ ≥ 0`
admits noise preserving the identity covariance at every step length `h ≥ 0`. -/
theorem auxiliary_variable_thermostat (g γ : ℝ) (hγ : 0 ≤ γ) (h : ℝ) (hh : 0 ≤ h) :
    ∃ S, stepCov (propagator !![0, -g; g, γ] h) S 1 = 1 := by
  obtain ⟨r, hr⟩ : ∃ r : ℝ, r * r = γ + γ :=
    ⟨Real.sqrt (γ + γ), Real.mul_self_sqrt (by linarith)⟩
  refine (thermostat_iff _).2 ⟨!![0, 0; 0, r], ?_⟩ h hh
  ext i j
  fin_cases i <;> fin_cases j <;> simp [Matrix.mul_apply, Fin.sum_univ_two, hr]
```

For the triangular drift, the assumed noise matrices would make $A + A^T$ positive semidefinite. Evaluating its form at the unnormalised vector $(1,-1)$ gives $-2$, or $-1$ for the unit vector, which is a contradiction. The theorem denies that suitable noise exists at every step length, not at each one: as $h \to \infty$ the propagator vanishes and $N(h)$ tends to the identity, so sufficiently long steps do admit it.

```lean
/-- For the triangular drift matrix with rows `(1, 3)` and `(0, 1)`, it is false that every step
length `h ≥ 0` admits noise preserving the identity covariance. -/
theorem triangular_drift_no_thermostat :
    ¬ ∀ h : ℝ, 0 ≤ h → ∃ S, stepCov (propagator !![1, 3; 0, 1] h) S 1 = 1 := by
  intro H
  have hp := (posSemidef_iff_noise_factor _).2 ((thermostat_iff _).1 H)
  -- the symmetric part is negative along `(1, -1)`
  have hx := (posSemidef_iff_form
    (by rw [Matrix.transpose_add, Matrix.transpose_transpose, add_comm])).1 hp ![1, -1]
  norm_num [Matrix.mulVec, dotProduct, Fin.sum_univ_two] at hx

end

end ColouredNoiseThermostat
```

```lean
#print axioms ColouredNoiseThermostat.noiseCov_posSemidef_iff
-- 'ColouredNoiseThermostat.noiseCov_posSemidef_iff' depends on axioms: [propext, Classical.choice, Quot.sound]
#print axioms ColouredNoiseThermostat.auxiliary_variable_thermostat
-- 'ColouredNoiseThermostat.auxiliary_variable_thermostat' depends on axioms: [propext, Classical.choice, Quot.sound]
#print axioms ColouredNoiseThermostat.triangular_drift_no_thermostat
-- 'ColouredNoiseThermostat.triangular_drift_no_thermostat' depends on axioms: [propext, Classical.choice, Quot.sound]
```
